# The Peierls–Bogoliubov inequality for a Slater determinant and a Hermitian one-body operator

A projection calculation for non-interacting fermions propagates a normalised Slater determinant \(\Phi\) by \(e^{-\tau \hat H}\), with \(\tau>0\), and can read an energy from the overlap with the starting state, \(-\tau^{-1}\ln\langle\Phi|e^{-\tau\hat H}|\Phi\rangle\). That this estimate is real and never exceeds the mean energy \(\langle\Phi|\hat H|\Phi\rangle\) follows from the inequality

\[
\langle\Phi|e^{\hat K}|\Phi\rangle \;\ge\; e^{\langle\Phi|\hat K|\Phi\rangle},
\]

taken at \(\hat K=-\tau\hat H\). Here \(\hat K=\sum_p K(p)\) is a sum over particles \(p\) of one Hermitian one-body operator \(K\). The name Peierls–Bogoliubov more often denotes a bound on thermal traces; the inequality below concerns a single determinant.

## Two means as a trace and a determinant

Let \(M\) orthonormal basis functions be labelled by \(i\) and \(N\) occupied orbitals by \(j\). The orbital coefficients form the columns of an \(M\times N\) matrix \(A\), and orthonormality reads \(A^\dagger A=1\). In Lean the labels are elements of finite types `m` and `n`, and `Aᴴ` is \(A^\dagger\); the type `l` labels the basis functions in the definitions of the two means, and gives a third set of labels in the lemma `orthonormal_mul`.

```lean
import Mathlib

open Matrix

namespace SlaterPeierlsBogoliubov

noncomputable section

variable {l m n : Type*} [Fintype l] [Fintype m] [DecidableEq m] [Fintype n] [DecidableEq n]
```

A Hermitian operator that is diagonal in the basis has real entries \(f_i\), and its matrix is \(\mathrm{diag}(f)\).

```lean
/-- The one-body matrix that is diagonal in the given basis, with real entries `f i`. -/
def realDiag (f : m → ℝ) : Matrix m m ℂ := diagonal fun i => (f i : ℂ)
```

Let \(X\) act on every particle, and put \(G=A^\dagger XA\). Expanding both determinants, each with prefactor \(1/\sqrt{N!}\), gives a double sum over permutations \(\sigma,\pi\) of the orbitals:

\[
\langle\Phi|X\otimes\cdots\otimes X|\Phi\rangle
=\frac1{N!}\sum_{\sigma,\pi}\operatorname{sgn}\sigma\,\operatorname{sgn}\pi\prod_p G_{\sigma(p)\pi(p)}
=\det G .
\]

The last step holds because each term depends only on \(\pi\sigma^{-1}\). For \(X=1+\varepsilon K\) the right side is \(\det(1+\varepsilon A^\dagger KA)\), and the terms linear in \(\varepsilon\) give \(\langle\Phi|\hat K|\Phi\rangle=\operatorname{tr}(A^\dagger KA)\). Since the \(K(p)\) commute, \(e^{\hat K}\) applies \(e^K\) to every particle, so its mean is \(\det(A^\dagger e^KA)\).

The Lean development starts from the trace and the determinant as definitions. It contains no many-particle space, so the identification just derived is the step that connects its theorems to the physical state.

```lean
/-- For orthonormal orbitals (the columns of `A`), the mean in their Slater determinant of the
sum over all particles of the one-body operator `K`. -/
def oneBodyMean (A : Matrix l n ℂ) (K : Matrix l l ℂ) : ℂ := (Aᴴ * K * A).trace

/-- For orthonormal orbitals (the columns of `A`), the mean in their Slater determinant of the
operator that applies `X` to every particle. -/
def productMean (A : Matrix l n ℂ) (X : Matrix l l ℂ) : ℂ := (Aᴴ * X * A).det
```

## Jensen's inequality in one orbital

For any matrix \(B\) of orbital coefficients, a diagonal element is a weighted sum:

\[
(B^\dagger\,\mathrm{diag}(f)\,B)_{jj}=\sum_i \overline{B_{ij}}\,f_i\,B_{ij}=\sum_i|B_{ij}|^2 f_i .
\]

Lean writes \(|B_{ij}|^2\) as `Complex.normSq (B i j)`. The proof expands the matrix product and compares the sums term by term.

```lean
omit [Fintype n] [DecidableEq n] in
/-- The diagonal element of a real diagonal operator in one orbital is the sum of its entries
weighted by the squared moduli of the orbital's coefficients. -/
theorem orbital_average (B : Matrix m n ℂ) (f : m → ℝ) (j : n) :
    (Bᴴ * realDiag f * B) j j = ((∑ i, Complex.normSq (B i j) * f i : ℝ) : ℂ) := by
  rw [Matrix.mul_apply]
  simp only [Complex.ofReal_sum, Complex.ofReal_mul]
  refine Finset.sum_congr rfl fun i _ => ?_
  rw [realDiag, Matrix.mul_diagonal, conjTranspose_apply, Complex.normSq_eq_conj_mul_self]
  simp only [Complex.star_def]
  ring
```

If \(B^\dagger B=1\), setting \(f_i=1\) shows that the weights \(w_i=|B_{ij}|^2\) add up to one. For real \(d_i\), let \(\mu=\sum_i w_i d_i\). The exponential lies above its tangent at \(\mu\), so

\[
\sum_i w_i e^{d_i}\ge\sum_i w_i\,e^\mu(1+d_i-\mu)=e^\mu .
\]

The Lean proof obtains the normalisation in the same way, as `h1`, and then uses Mathlib's convexity of the exponential in place of the tangent.

```lean
omit [Fintype n] in
/-- Jensen's inequality in one of several orthonormal orbitals: the exponential of the mean is at
most the mean of the exponential. -/
theorem orbital_jensen (B : Matrix m n ℂ) (hB : Bᴴ * B = 1) (d : m → ℝ) (j : n) :
    Real.exp (∑ i, Complex.normSq (B i j) * d i)
      ≤ ∑ i, Complex.normSq (B i j) * Real.exp (d i) := by
  -- normalisation makes the squared moduli probability weights
  have h1 : ∑ i, Complex.normSq (B i j) = 1 := by
    have h := orbital_average B (fun _ => 1) j
    have e : realDiag (fun _ : m => (1 : ℝ)) = 1 := by simp [realDiag]
    rw [e, Matrix.mul_one, hB, one_apply_eq] at h
    simp only [mul_one] at h
    exact_mod_cast h.symm
  have h := convexOn_exp.map_sum_le (fun i _ => Complex.normSq_nonneg (B i j)) h1
    (fun i _ => Set.mem_univ (d i))
  simpa only [smul_eq_mul] using h
```

## Rotating the occupied orbitals

Let \(U\) be a unitary \(N\times N\) matrix. The rotated orbitals \(AU\) are still orthonormal, because \((AU)^\dagger AU=U^\dagger(A^\dagger A)U=U^\dagger U=1\). The lemma also allows a rectangular \(U\) with orthonormal columns.

```lean
omit [Fintype n] in
/-- Matrices with orthonormal columns have a product with orthonormal columns. -/
theorem orthonormal_mul (A : Matrix l m ℂ) (U : Matrix m n ℂ) (hA : Aᴴ * A = 1)
    (hU : Uᴴ * U = 1) : (A * U)ᴴ * (A * U) = 1 := by
  rw [conjTranspose_mul, Matrix.mul_assoc, ← Matrix.mul_assoc Aᴴ, hA, Matrix.one_mul, hU]
```

Both means stay the same under a unitary rotation:

\[
\operatorname{tr}(U^\dagger A^\dagger KA\,U)=\operatorname{tr}(UU^\dagger A^\dagger KA)=\operatorname{tr}(A^\dagger KA),
\]
\[
\det(U^\dagger A^\dagger KA\,U)=\det(U^\dagger U)\det(A^\dagger KA)=\det(A^\dagger KA).
\]

The trace needs \(UU^\dagger=1\), which follows from \(U^\dagger U=1\) because \(U\) is square; `mul_eq_one_comm` supplies this.

```lean
omit [DecidableEq m] in
/-- A unitary rotation among the occupied orbitals changes neither kind of mean. -/
theorem orbital_rotation (A : Matrix m n ℂ) (K : Matrix m m ℂ) (U : Matrix n n ℂ)
    (hU : Uᴴ * U = 1) :
    oneBodyMean (A * U) K = oneBodyMean A K ∧ productMean (A * U) K = productMean A K := by
  have h : (A * U)ᴴ * K * (A * U) = Uᴴ * (Aᴴ * K * A) * U := by
    simp only [conjTranspose_mul, Matrix.mul_assoc]
  constructor
  · rw [oneBodyMean, oneBodyMean, h, Matrix.trace_mul_comm, ← Matrix.mul_assoc,
      mul_eq_one_comm.mp hU, Matrix.one_mul]
  · rw [productMean, productMean, h, det_mul, det_mul, mul_right_comm, ← det_mul, hU,
      det_one, one_mul]
```

To choose a useful rotation, we need the spectral theorem: a Hermitian \(K\) equals \(V\,\mathrm{diag}(d)\,V^\dagger\), with \(V\) unitary and \(d\) its real eigenvalues.

```lean
/-- A Hermitian matrix is diagonal, with real entries, in some orthonormal basis. -/
theorem hermitian_diagonal (K : Matrix m m ℂ) (hK : K.IsHermitian) :
    ∃ (V : Matrix m m ℂ) (d : m → ℝ), Vᴴ * V = 1 ∧ K = V * realDiag d * Vᴴ :=
  ⟨(hK.eigenvectorUnitary : Matrix m m ℂ), hK.eigenvalues,
    mem_unitaryGroup_iff'.mp hK.eigenvectorUnitary.2, hK.spectral_theorem⟩
```

Since \(\mathrm{diag}(f)\) is Hermitian, so is \(A^\dagger\mathrm{diag}(f)A\). It therefore equals \(U\,\mathrm{diag}(g)\,U^\dagger\) for some unitary \(U\) and real \(g_j\), and

\[
(AU)^\dagger\,\mathrm{diag}(f)\,(AU)=U^\dagger U\,\mathrm{diag}(g)\,U^\dagger U=\mathrm{diag}(g).
\]

The name `canonical_orbitals` departs from common usage, in which canonical orbitals diagonalise a Fock matrix. Here they diagonalise the block, between occupied orbitals, of whichever real diagonal operator is supplied; they need not be eigenvectors of that operator.

```lean
/-- The occupied orbitals can be rotated so that a given real diagonal operator has no matrix
elements between different orbitals. -/
theorem canonical_orbitals (A : Matrix m n ℂ) (f : m → ℝ) :
    ∃ (U : Matrix n n ℂ) (g : n → ℝ), Uᴴ * U = 1 ∧
      (A * U)ᴴ * realDiag f * (A * U) = realDiag g := by
  have hf : (realDiag f).IsHermitian := by
    rw [Matrix.IsHermitian, realDiag, diagonal_conjTranspose]
    exact congrArg diagonal (funext fun i => Complex.conj_ofReal _)
  obtain ⟨U, g, hU, hG⟩ := hermitian_diagonal _ (isHermitian_conjTranspose_mul_mul A hf)
  refine ⟨U, g, hU, ?_⟩
  calc _ = Uᴴ * (Aᴴ * realDiag f * A) * U := by
        simp only [conjTranspose_mul, Matrix.mul_assoc]
    _ = (Uᴴ * U) * realDiag g * (Uᴴ * U) := by rw [hG]; simp only [Matrix.mul_assoc]
    _ = _ := by rw [hU, Matrix.one_mul, Matrix.mul_one]
```

## The bound for a diagonal operator

Let \(D=\mathrm{diag}(d)\). Choose \(U\) so that \(A^\dagger e^DA\), rather than \(A^\dagger DA\), becomes diagonal, and write \(B=AU\). The determinant of \(A^\dagger e^DA\) is then the product of the diagonal elements of \(B^\dagger e^DB\), while the trace of \(A^\dagger DA\) is the sum of the diagonal elements of \(B^\dagger DB\) for any unitary \(U\):

\[
\det(A^\dagger e^DA)=\prod_j\sum_i|B_{ij}|^2e^{d_i},\qquad
\operatorname{tr}(A^\dagger DA)=\sum_j\sum_i|B_{ij}|^2d_i .
\]

Both are visibly real. Jensen's inequality bounds each factor from below by a positive number, so the bounds may be multiplied:

\[
\det(A^\dagger e^DA)\ge\prod_j\exp\Bigl(\sum_i|B_{ij}|^2d_i\Bigr)=\exp\bigl(\operatorname{tr}(A^\dagger DA)\bigr).
\]

In the Lean proof `hdet` and `htr` are the two displayed formulas, and `Finset.prod_le_prod` multiplies the bounds. The means have complex type, so the theorem first states that their imaginary parts vanish and then compares their real parts. The matrix \(e^D\) is entered through its diagonal entries `Real.exp (d i)`.

```lean
/-- Peierls-Bogoliubov inequality for a Slater determinant of orthonormal orbitals and a real
diagonal `D`: both means are real, and that of `exp D` is at least the exponential of that of `D`. -/
theorem peierls_bogoliubov_diagonal (A : Matrix m n ℂ) (hA : Aᴴ * A = 1) (d : m → ℝ) :
    (oneBodyMean A (realDiag d)).im = 0 ∧
    (productMean A (realDiag fun i => Real.exp (d i))).im = 0 ∧
    Real.exp (oneBodyMean A (realDiag d)).re
      ≤ (productMean A (realDiag fun i => Real.exp (d i))).re := by
  obtain ⟨U, g, hU, hg⟩ := canonical_orbitals A fun i => Real.exp (d i)
  -- in the rotated orbitals the determinant is a product and the trace a sum
  have hdet : productMean A (realDiag fun i => Real.exp (d i))
      = ((∏ j, ∑ i, Complex.normSq ((A * U) i j) * Real.exp (d i) : ℝ) : ℂ) := by
    rw [← (orbital_rotation A _ U hU).2, productMean, hg, realDiag, det_diagonal,
      Complex.ofReal_prod]
    refine Finset.prod_congr rfl fun j _ => ?_
    have h := orbital_average (A * U) (fun i => Real.exp (d i)) j
    rwa [hg, realDiag, diagonal_apply_eq] at h
  have htr : oneBodyMean A (realDiag d)
      = ((∑ j, ∑ i, Complex.normSq ((A * U) i j) * d i : ℝ) : ℂ) := by
    rw [← (orbital_rotation A _ U hU).1, oneBodyMean, Matrix.trace, Complex.ofReal_sum]
    exact Finset.sum_congr rfl fun j _ => orbital_average (A * U) d j
  rw [htr, hdet]
  refine ⟨Complex.ofReal_im _, Complex.ofReal_im _, ?_⟩
  rw [Complex.ofReal_re, Complex.ofReal_re, Real.exp_sum]
  exact Finset.prod_le_prod (fun j _ => (Real.exp_pos _).le)
    fun j _ => orbital_jensen (A * U) (orthonormal_mul A U hA hU) d j
```

## Any Hermitian one-body matrix

Diagonalise \(K=VDV^\dagger\). Every power satisfies \(K^k=VD^kV^\dagger\), so the exponential series gives \(e^K=Ve^DV^\dagger\). The orbitals expressed in the eigenbasis are \(C=V^\dagger A\), with \(C^\dagger C=A^\dagger VV^\dagger A=1\), and

\[
A^\dagger KA=C^\dagger DC,\qquad A^\dagger e^KA=C^\dagger e^DC .
\]

The diagonal case applied to \(C\) is therefore the claim for \(A\) and \(K\).

In words, the theorem takes a complex matrix `A` with orthonormal columns (`hA`) and a Hermitian `K` (`hK`). It concludes that both means are real and that the mean of the exponential is at least the exponential of the mean. Here `NormedSpace.exp K` is the true matrix exponential. The proof establishes \(e^K=Ve^DV^\dagger\) as `h2`, and `hc` moves \(V\) from the operator to the orbitals.

```lean
/-- The Peierls-Bogoliubov inequality for a Slater determinant of orthonormal orbitals and any
Hermitian one-body matrix `K`, with the matrix exponential of `K`; both means are real. -/
theorem peierls_bogoliubov_slater (A : Matrix m n ℂ) (hA : Aᴴ * A = 1)
    (K : Matrix m m ℂ) (hK : K.IsHermitian) :
    (oneBodyMean A K).im = 0 ∧ (productMean A (NormedSpace.exp K)).im = 0 ∧
    Real.exp (oneBodyMean A K).re ≤ (productMean A (NormedSpace.exp K)).re := by
  obtain ⟨V, d, hV, h1⟩ := hermitian_diagonal K hK
  have hV' : V * Vᴴ = 1 := mul_eq_one_comm.mp hV
  -- the exponential acts on the eigenvalues
  have h2 : NormedSpace.exp K = V * realDiag (fun i => Real.exp (d i)) * Vᴴ := by
    have e : NormedSpace.exp (realDiag d) = realDiag fun i => Real.exp (d i) := by
      unfold realDiag
      rw [Matrix.exp_diagonal]
      exact congrArg diagonal (funext fun i => by
        -- evaluation at one index is a continuous ring homomorphism
        have h : Pi.evalRingHom (fun _ : m => ℂ) i (NormedSpace.exp fun k => (d k : ℂ))
            = NormedSpace.exp (Pi.evalRingHom (fun _ : m => ℂ) i fun k => (d k : ℂ)) := by
          apply NormedSpace.map_exp
          exact continuous_apply i
        refine h.trans ?_
        rw [← Complex.exp_eq_exp_ℂ]
        exact (Complex.ofReal_exp (d i)).symm)
    rw [h1, ← Matrix.inv_eq_left_inv hV, Matrix.exp_conj _ _ ⟨⟨V, Vᴴ, hV', hV⟩, rfl⟩, e]
  -- pass to the orbitals expressed in the eigenbasis
  have hc : ∀ X : Matrix m m ℂ, Aᴴ * (V * X * Vᴴ) * A = (Vᴴ * A)ᴴ * X * (Vᴴ * A) := fun X => by
    simp only [conjTranspose_mul, conjTranspose_conjTranspose, Matrix.mul_assoc]
  have h := peierls_bogoliubov_diagonal (Vᴴ * A)
    (orthonormal_mul Vᴴ A (by rw [conjTranspose_conjTranspose, hV']) hA) d
  unfold oneBodyMean productMean at h ⊢
  rw [h2, h1, hc, hc]
  exact h

end

end SlaterPeierlsBogoliubov
```

```lean
#print axioms SlaterPeierlsBogoliubov.peierls_bogoliubov_slater
```

```
'SlaterPeierlsBogoliubov.peierls_bogoliubov_slater' depends on axioms: [propext, Classical.choice, Quot.sound]
```

## Small cases and the range of the bound

For \(N=1\) the statement is Jensen's inequality for one normalised orbital. With no particles the trace is 0 and the determinant is 1, so both sides equal 1. When every basis function is filled, \(N=M\), the matrix \(A\) is unitary and the two sides agree again, by \(\det e^K=e^{\operatorname{tr}K}\).

The basis is finite, and the exponent is a single Hermitian one-body matrix. In auxiliary-field simulations of interacting electrons, the bound thus applies to one propagation factor with a Hermitian exponent, between a determinant and itself. It does not cover a field whose imaginary or complex coupling makes the exponent non-Hermitian, or, in general, a product of several factors whose exponents do not commute.

A different model would place \(\Phi\) in the antisymmetric \(N\)-particle space and take \(\hat K\) as an operator there. Jensen's inequality would then be needed only once, for the spectral weights of \(\Phi\), and the argument would hold for interacting Hermitian operators too. The determinant formula, which is here a definition, would become a theorem to prove.
